# A lower bound on the heavy-ball convergence factor for two harmonic modes

Two harmonic modes, with curvatures 1 and 4, relax towards their minimum. At each iteration every amplitude moves by t times its force plus m times its last displacement, with the same t and m for both modes. An amplitude zⁿ, where n counts iterations, follows this rule for curvature a when

z² − (1 + m − ta)z + m = 0.

Let r be the largest modulus among the roots for both modes. How small can r be? If z and w are the two roots for curvature a, setting the variable to 1 in the polynomial gives

(1 − z)(1 − w) = 1 − (1 + m − ta) + m = ta.

For r < 1, each factor on the left has modulus between 1 − r and 1 + r. The soft mode therefore requires (1 − r)² ≤ |t|, and the stiff mode requires 4|t| ≤ (1 + r)². Together,

4(1 − r)² ≤ (1 + r)², so 2(1 − r) ≤ 1 + r, so r ≥ 1/3.

The choice t = 4/9, m = 1/9 reaches this value: the polynomials become (z − 1/3)² and (z + 1/3)².

For curvatures l and L the same argument gives r ≥ (√L − √l)/(√L + √l). In a geometry relaxation that uses this rule, l and L are the smallest and largest positive Hessian eigenvalues at the minimum (rigid motions, which have eigenvalue zero, are left out), and the bound limits the convergence that fixed t and m can guarantee in the harmonic approximation. Replacing the real energy surface by decoupled harmonic modes is a step taken before the theorems begin.

## One mode and its roots

```lean
import Mathlib

namespace HeavyBallLowerBound

noncomputable section
```

In Lean, a theorem lists its hypotheses in brackets, states its conclusion after a colon, and gives its proof after `:=`. Definitions have the same layout, with a formula in place of the proof.

```lean
/-- Heavy-ball relaxation of one harmonic mode of curvature `a`, with step `t` and momentum `m`:
each new amplitude is the old one plus `t` times the force `-a x` plus `m` times the last
displacement. -/
def IsTrajectory (t m : ℂ) (a : ℝ) (x : ℕ → ℂ) : Prop :=
  ∀ n, x (n + 2) = x (n + 1) - t * a * x (n + 1) + m * (x (n + 1) - x n)
```

`IsTrajectory t m a x` says that the amplitudes x₀, x₁, x₂, … obey

xₙ₊₂ = xₙ₊₁ − t a xₙ₊₁ + m(xₙ₊₁ − xₙ) for every n.

The amplitude is measured from the minimum, so the force is −ax. Here t is a step size, not a time, and m is a momentum coefficient, not a mass; textbooks often write α and β. The curvature is real, while t, m and the amplitudes may be complex. Real parameters are a special case.

```lean
/-- The heavy-ball characteristic polynomial `z² - (1 + m - t a) z + m` of a mode of
curvature `a`. -/
def charPoly (t m : ℂ) (a : ℝ) (z : ℂ) : ℂ :=
  z ^ 2 - (1 + m - t * a) * z + m
```

`charPoly t m a z` is the value of the characteristic polynomial at the complex number z.

```lean
/-- All complex roots of the characteristic polynomial have modulus at most `r`. -/
def RootsWithin (t m : ℂ) (a r : ℝ) : Prop :=
  ∀ z : ℂ, charPoly t m a z = 0 → ‖z‖ ≤ r
```

`RootsWithin t m a r` says that every root z satisfies |z| ≤ r. Lean writes the modulus as `‖z‖`.

```lean
/-- The rate `(√L - √l) / (√L + √l)` for two nonnegative curvatures `l` and `L`, not both zero. -/
def rateBound (l L : ℝ) : ℝ :=
  (√L - √l) / (√L + √l)
```

`rateBound` is only a formula at this point. That it bounds anything is proved below.

```lean
/-- The geometric sequence `zⁿ` is a heavy-ball trajectory exactly when `z` is a root of the
characteristic polynomial. -/
theorem geometric_trajectory_iff (t m : ℂ) (a : ℝ) (z : ℂ) :
    IsTrajectory t m a (fun n => z ^ n) ↔ charPoly t m a z = 0 := by
  unfold charPoly
  constructor
  · intro h
    have h0 : z ^ (0 + 2) = z ^ (0 + 1) - t * a * z ^ (0 + 1) + m * (z ^ (0 + 1) - z ^ 0) := h 0
    linear_combination h0
  · intro h n
    change z ^ (n + 2) = z ^ (n + 1) - t * a * z ^ (n + 1) + m * (z ^ (n + 1) - z ^ n)
    linear_combination z ^ n * h
```

This theorem ties the polynomial to the dynamics. Inserting xₙ = zⁿ into the recursion and collecting terms gives

zⁿ (z² − (1 + m − ta)z + m) = 0.

If the recursion holds, its n = 0 case is the root equation. Conversely, the root equation multiplied by zⁿ is the recursion. The tactic `linear_combination` checks exactly this kind of algebra: that the goal follows from known equations multiplied by given factors and added.

```lean
/-- The characteristic polynomial has two roots `z`, `w` whose product is the momentum and
whose distances from `1` are tied to the curvature by `(1 - z)(1 - w) = t a`. -/
theorem exists_roots (t m : ℂ) (a : ℝ) :
    ∃ z w : ℂ, charPoly t m a z = 0 ∧ charPoly t m a w = 0 ∧
      z * w = m ∧ (1 - z) * (1 - w) = t * a := by
  -- a square root of the discriminant
  obtain ⟨s, hs⟩ := IsAlgClosed.exists_pow_nat_eq
    ((1 + m - t * a) ^ 2 - 4 * m) (n := 2) (by norm_num)
  refine ⟨(1 + m - t * a + s) / 2, (1 + m - t * a - s) / 2, ?_, ?_, ?_, ?_⟩
  · unfold charPoly
    linear_combination hs / 4
  · unfold charPoly
    linear_combination hs / 4
  · linear_combination -hs / 4
  · linear_combination -hs / 4
```

Write b = 1 + m − ta and choose a complex s with s² = b² − 4m. The roots are z = (b + s)/2 and w = (b − s)/2, and

zw = (b² − s²)/4 = m,
(1 − z)(1 − w) = 1 − b + m = ta.

The proof obtains s from the fact that the complex numbers are algebraically closed, then verifies the four claims. A double root is allowed, with z = w.

## Two limits on the step

```lean
/-- If all roots for a mode of curvature `a ≥ 0` have modulus at most `r`, the step obeys
`|t| a ≤ (1 + r)²`. -/
theorem step_le {t m : ℂ} {a r : ℝ} (ha : 0 ≤ a) (h : RootsWithin t m a r) :
    ‖t‖ * a ≤ (1 + r) ^ 2 := by
  obtain ⟨z, w, hz, hw, -, hp⟩ := exists_roots t m a
  have hn : ‖1 - z‖ * ‖1 - w‖ = ‖t‖ * a := by
    rw [← norm_mul, hp, norm_mul, Complex.norm_real, Real.norm_of_nonneg ha]
  have bound : ∀ y : ℂ, ‖y‖ ≤ r → ‖1 - y‖ ≤ 1 + r := by
    intro y hy
    have := norm_sub_le (1 : ℂ) y
    rw [norm_one] at this
    linarith
  rw [← hn, sq]
  exact mul_le_mul (bound z (h z hz)) (bound w (h w hw)) (norm_nonneg _)
    (by linarith [norm_nonneg z, h z hz])
```

Taking moduli in the product formula, with a ≥ 0, gives |t|a = |1 − z||1 − w|, which is `hn` in the proof. The triangle inequality gives |1 − y| ≤ 1 + |y| ≤ 1 + r for each root y, which is `bound`. Multiplying the two estimates yields

|t|a ≤ (1 + r)².

```lean
/-- If all roots for a mode of curvature `a ≥ 0` have modulus at most `r ≤ 1`, the step obeys
`(1 - r)² ≤ |t| a`. -/
theorem le_step {t m : ℂ} {a r : ℝ} (ha : 0 ≤ a) (hr : r ≤ 1) (h : RootsWithin t m a r) :
    (1 - r) ^ 2 ≤ ‖t‖ * a := by
  obtain ⟨z, w, hz, hw, -, hp⟩ := exists_roots t m a
  have hn : ‖1 - z‖ * ‖1 - w‖ = ‖t‖ * a := by
    rw [← norm_mul, hp, norm_mul, Complex.norm_real, Real.norm_of_nonneg ha]
  have bound : ∀ y : ℂ, ‖y‖ ≤ r → 1 - r ≤ ‖1 - y‖ := by
    intro y hy
    have := norm_sub_norm_le (1 : ℂ) y
    rw [norm_one] at this
    linarith
  rw [← hn, sq]
  exact mul_le_mul (bound z (h z hz)) (bound w (h w hw)) (by linarith) (norm_nonneg _)
```

The reverse triangle inequality gives |1 − y| ≥ 1 − |y| ≥ 1 − r. Since r ≤ 1, the number 1 − r is not negative, and the two estimates can be multiplied:

(1 − r)² ≤ |t|a.

A mode that decays quickly thus needs a step that is large enough for its curvature.

## The bound for two modes

```lean
/-- Heavy-ball lower bound: if, for some step and momentum, all characteristic roots of two modes
of curvature `l ≥ 0` and `L > 0` have modulus at most `r`, then
`r ≥ (√L - √l) / (√L + √l)`. -/
theorem rate_lower_bound {t m : ℂ} {l L r : ℝ} (hl : 0 ≤ l) (hL : 0 < L)
    (h₁ : RootsWithin t m l r) (h₂ : RootsWithin t m L r) :
    rateBound l L ≤ r := by
  have hp : 0 < √L := Real.sqrt_pos.mpr hL
  have hs : 0 ≤ √l := Real.sqrt_nonneg l
  have hr0 : 0 ≤ r := by
    obtain ⟨z, -, hz, -⟩ := exists_roots t m l
    exact (norm_nonneg z).trans (h₁ z hz)
  unfold rateBound
  rw [div_le_iff₀ (by linarith)]
  rcases le_total 1 r with hr | hr
  · nlinarith [mul_nonneg (sub_nonneg.mpr hr) (add_nonneg hp.le hs)]
  · -- the soft mode bounds the step from below, the stiff mode from above
    have e₁ := mul_le_mul_of_nonneg_left (le_step hl hr h₁) hL.le
    have e₂ := mul_le_mul_of_nonneg_left (step_le hL.le h₂) hl
    have hsq : (√L * (1 - r)) ^ 2 ≤ (√l * (1 + r)) ^ 2 := by
      rw [mul_pow, mul_pow, Real.sq_sqrt hL.le, Real.sq_sqrt hl]
      nlinarith
    have hlin := (pow_le_pow_iff_left₀ (mul_nonneg hp.le (sub_nonneg.mpr hr))
      (mul_nonneg hs (by linarith)) two_ne_zero).mp hsq
    linarith
```

The hypotheses `h₁` and `h₂` say that the roots of both modes, for the same t and m, lie within radius r. The conclusion is

(√L − √l)/(√L + √l) ≤ r.

Because a root exists, r ≥ 0. The proof first multiplies by the positive denominator, so that the goal is √L − √l ≤ r(√L + √l). If r ≥ 1, this holds because √L − √l ≤ √L + √l. If r ≤ 1, the two limits on the step combine:

L(1 − r)² ≤ L|t|l = l|t|L ≤ l(1 + r)².

This is `hsq`, written with squares of √L(1 − r) and √l(1 + r). Both quantities are nonnegative, so the squares can be removed:

√L(1 − r) ≤ √l(1 + r),

which rearranges to the goal.

No ordering of l and L is assumed. If l > L, the stated bound is negative, and the informative version comes from exchanging the two modes. If l = 0, the bound is 1: a mode without restoring force can keep a constant amplitude.

## From roots to amplitudes

```lean
/-- If every heavy-ball trajectory of a mode is bounded by a constant times `rⁿ`, all
characteristic roots of that mode have modulus at most `r`. -/
theorem rootsWithin_of_decay {t m : ℂ} {a r : ℝ}
    (h : ∀ x, IsTrajectory t m a x → ∃ C : ℝ, ∀ n, ‖x n‖ ≤ C * r ^ n) :
    RootsWithin t m a r := by
  intro z hz
  obtain ⟨C, hC⟩ := h _ ((geometric_trajectory_iff t m a z).mpr hz)
  have hC' : ∀ n : ℕ, ‖z‖ ^ n ≤ C * r ^ n := fun n => by
    rw [← norm_pow]
    exact hC n
  have h0 : 1 ≤ C := by simpa using hC' 0
  have h1 : ‖z‖ ≤ C * r := by simpa using hC' 1
  have hCpos : 0 < C := by linarith
  have hr : 0 ≤ r := by
    by_contra hneg
    have := mul_neg_of_pos_of_neg hCpos (not_le.mp hneg)
    linarith [norm_nonneg z]
  by_contra hlt
  have hlt' : r < ‖z‖ := not_le.mp hlt
  have hzpos : 0 < ‖z‖ := lt_of_le_of_lt hr hlt'
  -- a root outside the disc would outgrow every multiple of `rⁿ`
  obtain ⟨n, hn⟩ := exists_pow_lt_of_lt_one (one_div_pos.mpr hCpos) ((div_lt_one hzpos).mpr hlt')
  rw [div_pow, div_lt_div_iff₀ (pow_pos hzpos n) hCpos] at hn
  linarith [hC' n]
```

Here the hypothesis concerns the amplitudes themselves: each trajectory x has a constant C with |xₙ| ≤ C rⁿ for all n. The constant may differ between trajectories.

Let z be a root. Then zⁿ is a trajectory, so |z|ⁿ ≤ C rⁿ for some C. The case n = 0 gives C ≥ 1, and n = 1 gives |z| ≤ Cr, hence r ≥ 0. If |z| were larger than r, the powers (r/|z|)ⁿ would tend to zero and some n would give (r/|z|)ⁿ < 1/C. Then C rⁿ < |z|ⁿ, a contradiction.

```lean
/-- If all heavy-ball trajectories of two modes of curvature `l ≥ 0` and `L > 0`, run with the same
step and momentum, are bounded by constants times `rⁿ`, then `r ≥ (√L - √l) / (√L + √l)`. -/
theorem trajectory_rate_lower_bound {t m : ℂ} {l L r : ℝ} (hl : 0 ≤ l) (hL : 0 < L)
    (h₁ : ∀ x, IsTrajectory t m l x → ∃ C : ℝ, ∀ n, ‖x n‖ ≤ C * r ^ n)
    (h₂ : ∀ x, IsTrajectory t m L x → ∃ C : ℝ, ∀ n, ‖x n‖ ≤ C * r ^ n) :
    rateBound l L ≤ r :=
  rate_lower_bound hl hL (rootsWithin_of_decay h₁) (rootsWithin_of_decay h₂)
```

The same lower bound therefore holds for any decay factor r valid for all trajectories of both modes. Particular starting conditions may decay faster. The proof applies the previous theorem to each mode and passes the results to `rate_lower_bound`.

## Equality fixes the step and momentum

```lean
/-- A point of the disc of radius `r` about `0` that is within `1 - r` of the point `1` is the
point `r` itself. -/
theorem eq_of_discs_touch {z : ℂ} {r : ℝ} (h₁ : ‖z‖ ≤ r) (h₂ : ‖1 - z‖ ≤ 1 - r) :
    z = (r : ℂ) := by
  have a₁ := Complex.re_le_norm z
  have a₂ := Complex.re_le_norm (1 - z)
  rw [Complex.sub_re, Complex.one_re] at a₂
  have hre : z.re = r := by linarith
  have hsq := Complex.sq_norm z
  rw [Complex.normSq_apply, hre] at hsq
  have him : z.im = 0 := by
    have : z.im ^ 2 ≤ 0 := by nlinarith [norm_nonneg z]
    exact pow_eq_zero_iff two_ne_zero |>.mp (le_antisymm this (sq_nonneg _))
  apply Complex.ext
  · rw [hre, Complex.ofReal_re]
  · rw [him, Complex.ofReal_im]
```

The hypotheses place z in two discs that touch at the point r. From the first, Re z ≤ |z| ≤ r. From the second, 1 − Re z ≤ |1 − z| ≤ 1 − r, so Re z ≥ r. Hence Re z = r, and

r² + (Im z)² = |z|² ≤ r²

forces Im z = 0.

```lean
/-- For curvatures `l, L > 0`, a step and momentum that keep all roots of both modes within the
lower bound `(√L - √l) / (√L + √l)` must be `t = 4 / (√L + √l)²` and `m` the square of that
bound. -/
theorem optimal_parameters_unique {t m : ℂ} {l L : ℝ} (hl : 0 < l) (hL : 0 < L)
    (h₁ : RootsWithin t m l (rateBound l L)) (h₂ : RootsWithin t m L (rateBound l L)) :
    t = ((4 / (√L + √l) ^ 2 : ℝ) : ℂ) ∧ m = ((rateBound l L ^ 2 : ℝ) : ℂ) := by
  have hp : 0 < √L := Real.sqrt_pos.mpr hL
  have hs : 0 < √l := Real.sqrt_pos.mpr hl
  have hne : √L + √l ≠ 0 := by positivity
  have e₁ : 1 - rateBound l L = 2 * √l / (√L + √l) := by
    unfold rateBound
    rw [eq_div_iff hne, sub_mul, div_mul_cancel₀ _ hne]
    ring
  have e₂ : 1 + rateBound l L = 2 * √L / (√L + √l) := by
    unfold rateBound
    rw [eq_div_iff hne, add_mul, div_mul_cancel₀ _ hne]
    ring
  have hd : 0 < 1 - rateBound l L := by
    rw [e₁]
    positivity
  have key : (1 - rateBound l L) ^ 2 = 4 / (√L + √l) ^ 2 * l := by
    rw [e₁, div_pow, mul_pow, Real.sq_sqrt hl.le]
    ring
  have key' : (1 + rateBound l L) ^ 2 = 4 / (√L + √l) ^ 2 * L := by
    rw [e₂, div_pow, mul_pow, Real.sq_sqrt hL.le]
    ring
  -- the stiff mode limits the step, which makes the estimate for the soft mode tight
  have ht : ‖t‖ ≤ 4 / (√L + √l) ^ 2 := by
    have h := step_le hL.le h₂
    rw [key'] at h
    exact le_of_mul_le_mul_right h hL
  have hup : ‖t‖ * l ≤ (1 - rateBound l L) ^ 2 := by
    rw [key]
    exact mul_le_mul_of_nonneg_right ht hl.le
  obtain ⟨z, w, hz, hw, hm, hprod⟩ := exists_roots t m l
  have hn : ‖1 - z‖ * ‖1 - w‖ = ‖t‖ * l := by
    rw [← norm_mul, hprod, norm_mul, Complex.norm_real, Real.norm_of_nonneg hl.le]
  have low : ∀ y : ℂ, ‖y‖ ≤ rateBound l L → 1 - rateBound l L ≤ ‖1 - y‖ := by
    intro y hy
    have := norm_sub_norm_le (1 : ℂ) y
    rw [norm_one] at this
    linarith
  have aux : ∀ A B d : ℝ, 0 < d → d ≤ B → A * B ≤ d ^ 2 → A ≤ d := by
    intro A B d hd hB hAB
    by_contra hA
    have hA' : d < A := not_le.mp hA
    nlinarith [mul_nonneg (hd.trans hA').le (sub_nonneg.mpr hB), mul_pos hd (sub_pos.mpr hA')]
  -- both roots of the soft mode sit at the point `r` of the real axis
  have hzr := eq_of_discs_touch (h₁ z hz)
    (aux _ _ _ hd (low w (h₁ w hw)) (hn.trans_le hup))
  have hwr := eq_of_discs_touch (h₁ w hw)
    (aux _ _ _ hd (low z (h₁ z hz)) (((mul_comm _ _).trans hn).trans_le hup))
  constructor
  · have hlc : (l : ℂ) ≠ 0 := Complex.ofReal_ne_zero.mpr hl.ne'
    apply mul_right_cancel₀ hlc
    rw [← hprod, hzr, hwr, ← Complex.ofReal_mul, ← key]
    push_cast
    ring
  · rw [← hm, hzr, hwr]
    push_cast
    ring

end

end HeavyBallLowerBound
```

Now let r be `rateBound l L` itself, and set T = 4/(√L + √l)². The theorem says that if both modes keep their roots within this r, then t = T and m = r². The notation `((… : ℝ) : ℂ)` means a real number regarded as complex, so the parameters are forced to be real.

By hand, start from

1 − r = 2√l/(√L + √l), 1 + r = 2√L/(√L + √l),

so that (1 − r)² = Tl and (1 + r)² = TL; these are `key` and `key'`. The stiff mode gives |t|L ≤ TL, hence |t| ≤ T. For the roots z and w of the soft mode,

|1 − z||1 − w| = |t|l ≤ Tl = (1 − r)².

Each factor is at least 1 − r > 0, so neither can exceed 1 − r; this is `aux`. The touching discs then give z = w = r. It follows that m = zw = r² and tl = (1 − r)² = Tl, so t = T.

The theorem identifies the only candidate without saying that it succeeds. For l ≤ L, direct substitution shows that it does: the polynomials become (z − r)² and (z + r)². This is a statement about roots. For l < L the double root makes n rⁿ a trajectory of the soft mode as well, and no constant C keeps it below C rⁿ for all n. With these parameters the amplitudes of both modes have an envelope C qⁿ for every q > r, but not for q = r.

## A relaxation with curvatures 1 and 100 eV/Å²

In a heavy-ball geometry relaxation, each iteration computes the forces at the current positions, multiplies them by t, adds m times the previous displacement, and moves the atoms by the sum. Suppose that, with rigid motions left out, the Hessian eigenvalues range from 1 to 100 eV/Å². Then

r ≥ (10 − 1)/(10 + 1) = 9/11 ≈ 0.82,

and the parameters singled out above are t = 4/121 ≈ 0.033 Å²/eV and m = 81/121 ≈ 0.67. A force of 0.1 eV/Å contributes a displacement of about 0.0033 Å, to which two thirds of the previous displacement is added. In the harmonic regime, no fixed t and m can guarantee an error envelope C rⁿ that shrinks tenfold in fewer than about 11.5 iterations.

```lean
#print axioms HeavyBallLowerBound.rate_lower_bound
#print axioms HeavyBallLowerBound.trajectory_rate_lower_bound
#print axioms HeavyBallLowerBound.optimal_parameters_unique
```

```
'HeavyBallLowerBound.rate_lower_bound' depends on axioms: [propext, Classical.choice, Quot.sound]
'HeavyBallLowerBound.trajectory_rate_lower_bound' depends on axioms: [propext, Classical.choice, Quot.sound]
'HeavyBallLowerBound.optimal_parameters_unique' depends on axioms: [propext, Classical.choice, Quot.sound]
```
